# Peierls inequality in finite dimension: ⟨ψ, exp(-βH)ψ⟩ ≥ exp(-β⟨H⟩) for unit vectors ψ

A system with Hamiltonian H at temperature T has the partition function Z = Tr exp(-βH), with β = 1/(k_B T). Often the spectrum of H is unknown, while the mean energy ⟨H⟩ = ⟨ψ, Hψ⟩ of a trial state ψ can be computed. For Hermitian H on a finite-dimensional space, that one number bounds ⟨ψ, exp(-βH)ψ⟩ from below, and summing over an orthonormal basis bounds Z.

In the Lean code `E` is the complex state space, not an energy. The inner product is linear in its second argument, as in Dirac notation.

```lean
import Mathlib

open Module
open scoped InnerProductSpace

namespace PeierlsInequality

noncomputable section

variable {E : Type*} [NormedAddCommGroup E] [InnerProductSpace ℂ E]
```

An expectation value is defined as a real part, so that it can enter an inequality. For H and exp(-βH) nothing is lost, because the spectral formulas below show that the full inner products are real.

```lean
/-- The real part of `⟨ψ, A ψ⟩`. For Hermitian `A` and a unit vector `ψ` this is the expectation
value of `A` in the state `ψ`. -/
def mean (A : E →ₗ[ℂ] E) (ψ : E) : ℝ := (⟪ψ, A ψ⟫_ℂ).re
```

The hypothesis `H.IsSymmetric` says ⟨Hx, y⟩ = ⟨x, Hy⟩, which is Hermiticity here. The spectral theorem then supplies real levels ε_i, repeated according to degeneracy,

```lean
variable [FiniteDimensional ℂ E] {H : E →ₗ[ℂ] E}

/-- The energy levels of a Hermitian operator `H`, repeated according to degeneracy. -/
def level (hH : H.IsSymmetric) (i : Fin (finrank ℂ E)) : ℝ := hH.eigenvalues rfl i
```

and orthonormal eigenvectors |i⟩ with H|i⟩ = ε_i|i⟩.

```lean
/-- An orthonormal basis of eigenvectors of a Hermitian operator `H`. -/
def eigenbasis (hH : H.IsSymmetric) : OrthonormalBasis (Fin (finrank ℂ E)) ℂ E :=
  hH.eigenvectorBasis rfl
```

For a unit vector ψ, the probability of finding the system in the eigenstate |i⟩ is

w_i = |⟨i|ψ⟩|².

```lean
/-- The squared overlap of `ψ` with the `i`-th eigenvector of `H`. -/
def weight (hH : H.IsSymmetric) (ψ : E) (i : Fin (finrank ℂ E)) : ℝ :=
  ‖⟪eigenbasis hH i, ψ⟫_ℂ‖ ^ 2
```

The Boltzmann operator is defined by its spectral sum,

exp(-βH) x = Σ_i exp(-βε_i) ⟨i|x⟩ |i⟩.

The two remaining fields of the definition check linearity.

```lean
/-- The operator `exp(-βH)`, which weights the projection on each eigenvector of `H`
by the Boltzmann factor of its level. -/
def boltzmann (hH : H.IsSymmetric) (β : ℝ) : E →ₗ[ℂ] E where
  toFun x := ∑ i, (((Real.exp (-β * level hH i) : ℝ) : ℂ) * ⟪eigenbasis hH i, x⟫_ℂ) •
    eigenbasis hH i
  map_add' x y := by
    simp only [inner_add_right, mul_add, add_smul, Finset.sum_add_distrib]
  map_smul' a x := by
    simp only [inner_smul_right, Finset.smul_sum, smul_smul, RingHom.id_apply, mul_left_comm]
```

Moving H to the left side of the inner product gives

⟨i|Hx⟩ = ⟨Hi|x⟩ = ε_i ⟨i|x⟩.

```lean
/-- The component of `H x` along an eigenvector is the level times the component of `x`. -/
theorem inner_eigenbasis_apply (hH : H.IsSymmetric) (x : E) (i : Fin (finrank ℂ E)) :
    ⟪eigenbasis hH i, H x⟫_ℂ = (level hH i : ℂ) * ⟪eigenbasis hH i, x⟫_ℂ := by
  have h : H (eigenbasis hH i) = (level hH i : ℂ) • eigenbasis hH i :=
    hH.apply_eigenvectorBasis rfl i
  rw [← hH (eigenbasis hH i) x, h, inner_smul_left, Complex.conj_ofReal]
```

The two overlaps of ψ with |i⟩ are complex conjugates, so ⟨ψ|i⟩⟨i|ψ⟩ = w_i.

```lean
/-- The product of an overlap with its conjugate is the spectral weight. -/
theorem overlap_mul (hH : H.IsSymmetric) (ψ : E) (i : Fin (finrank ℂ E)) :
    ⟪ψ, eigenbasis hH i⟫_ℂ * ⟪eigenbasis hH i, ψ⟫_ℂ = (weight hH ψ i : ℂ) := by
  rw [← inner_conj_symm ψ (eigenbasis hH i), mul_comm, Complex.mul_conj,
    Complex.normSq_eq_norm_sq, weight]
```

Inserting the resolution of the identity gives a weighted sum of the levels, which is an average when ψ is a unit vector:

⟨ψ, Hψ⟩ = Σ_i ⟨ψ|i⟩⟨i|Hψ⟩ = Σ_i w_i ε_i.

```lean
/-- `⟨ψ, H ψ⟩` is real and equals the sum of the levels, each multiplied by the spectral weight of
`ψ`. -/
theorem inner_energy (hH : H.IsSymmetric) (ψ : E) :
    ⟪ψ, H ψ⟫_ℂ = ((∑ i, weight hH ψ i * level hH i : ℝ) : ℂ) := by
  rw [← (eigenbasis hH).sum_inner_mul_inner ψ (H ψ), Complex.ofReal_sum]
  refine Finset.sum_congr rfl fun i _ => ?_
  rw [inner_eigenbasis_apply, Complex.ofReal_mul, ← overlap_mul]
  ring
```

The definition of exp(-βH) gives in the same way

⟨ψ, exp(-βH)ψ⟩ = Σ_i w_i exp(-βε_i).

```lean
/-- `⟨ψ, exp(-βH) ψ⟩` is real and equals the sum of the Boltzmann factors, each multiplied by the
spectral weight of `ψ`. -/
theorem inner_boltzmann (hH : H.IsSymmetric) (β : ℝ) (ψ : E) :
    ⟪ψ, boltzmann hH β ψ⟫_ℂ =
      ((∑ i, weight hH ψ i * Real.exp (-β * level hH i) : ℝ) : ℂ) := by
  change ⟪ψ, ∑ i, (((Real.exp (-β * level hH i) : ℝ) : ℂ) * ⟪eigenbasis hH i, ψ⟫_ℂ) •
    eigenbasis hH i⟫_ℂ = _
  rw [inner_sum, Complex.ofReal_sum]
  refine Finset.sum_congr rfl fun i _ => ?_
  rw [inner_smul_right, Complex.ofReal_mul, ← overlap_mul]
  ring
```

Suppose Hx = e x with e real. Then ε_i⟨i|x⟩ = e⟨i|x⟩, so either ε_i = e or ⟨i|x⟩ = 0. In both cases exp(-βε_i)⟨i|x⟩ = exp(-βe)⟨i|x⟩, and summing over i gives

exp(-βH) x = exp(-βe) x.

Since eigenvectors of H span the space, this fixes the operator whichever eigenbasis was chosen. No theorem here identifies it with the exponential power series.

```lean
/-- On every vector with `H x = e x`, for real `e`, the operator `exp(-βH)` acts as
multiplication by `exp(-βe)`. -/
theorem boltzmann_apply_eigenvector (hH : H.IsSymmetric) (β : ℝ) {x : E} {e : ℝ}
    (hx : H x = (e : ℂ) • x) :
    boltzmann hH β x = ((Real.exp (-β * e) : ℝ) : ℂ) • x := by
  have key : boltzmann hH β x =
      ∑ i, ((Real.exp (-β * e) : ℝ) : ℂ) • (⟪eigenbasis hH i, x⟫_ℂ • eigenbasis hH i) := by
    change ∑ i, (((Real.exp (-β * level hH i) : ℝ) : ℂ) * ⟪eigenbasis hH i, x⟫_ℂ) •
      eigenbasis hH i = _
    refine Finset.sum_congr rfl fun i _ => ?_
    have h := inner_eigenbasis_apply hH x i
    rw [hx, inner_smul_right] at h
    -- either the level equals `e`, or `x` has no component along this eigenvector
    rcases mul_eq_mul_right_iff.1 h with h | h
    · rw [smul_smul, Complex.ofReal_injective h]
    · rw [h, mul_zero, zero_smul, smul_zero]
  rw [key, ← Finset.smul_sum, (eigenbasis hH).sum_repr' x]
```

For t ≠ 0 we have 1 + t < exp(t). Setting t = a - m and multiplying by exp(m) > 0 gives

exp(m)(1 + a - m) ≤ exp(a), with equality only at a = m.

```lean
/-- The exponential lies above its tangent at `m` and meets it only at `m`. -/
theorem exp_tangent (a m : ℝ) :
    Real.exp m * (1 + (a - m)) ≤ Real.exp a ∧
      (Real.exp m * (1 + (a - m)) = Real.exp a → a = m) := by
  rcases eq_or_ne a m with h | h
  · exact ⟨by rw [h, sub_self, add_zero, mul_one], fun _ => h⟩
  · have h1 : 1 + (a - m) < Real.exp (a - m) := by
      linarith [Real.add_one_lt_exp (sub_ne_zero.2 h)]
    have h2 : Real.exp m * (1 + (a - m)) < Real.exp a := by
      calc Real.exp m * (1 + (a - m)) < Real.exp m * Real.exp (a - m) :=
            mul_lt_mul_of_pos_left h1 (Real.exp_pos m)
        _ = Real.exp a := by rw [← Real.exp_add, add_sub_cancel]
    exact ⟨h2.le, fun he => absurd he h2.ne⟩
```

Now put a_i = -βε_i and m = -β⟨H⟩. For a unit vector Σ_i w_i = 1, hence Σ_i w_i a_i = m, and

Σ_i w_i [exp(a_i) - exp(m)(1 + a_i - m)]
= ⟨exp(-βH)⟩ - exp(m)(1 + m - m)
= ⟨exp(-βH)⟩ - exp(-β⟨H⟩).

In the proof, `hw` is the normalisation and `split` separates the sums. The letter `m` inside `split` stands for ⟨H⟩, not for -β⟨H⟩.

```lean
/-- For a unit vector, `⟨exp(-βH)⟩ - exp(-β⟨H⟩)` is the weighted sum of the distances
between the exponential and its tangent at the mean energy. -/
theorem peierls_gap (hH : H.IsSymmetric) (β : ℝ) {ψ : E} (hψ : ‖ψ‖ = 1) :
    mean (boltzmann hH β) ψ - Real.exp (-β * mean H ψ) =
      ∑ i, weight hH ψ i * (Real.exp (-β * level hH i) -
        Real.exp (-β * mean H ψ) * (1 + (-β * level hH i - -β * mean H ψ))) := by
  -- the spectral weights of a unit vector sum to one
  have hw : ∑ i, weight hH ψ i = 1 := by
    have h1 : ⟪ψ, ψ⟫_ℂ = 1 := by
      rw [inner_self_eq_norm_sq_to_K, hψ]
      simp
    have h := (eigenbasis hH).sum_inner_mul_inner ψ ψ
    simp only [overlap_mul, h1] at h
    exact_mod_cast h
  have hm : mean H ψ = ∑ i, weight hH ψ i * level hH i := by
    rw [mean, inner_energy hH, Complex.ofReal_re]
  have hb : mean (boltzmann hH β) ψ = ∑ i, weight hH ψ i * Real.exp (-β * level hH i) := by
    rw [mean, inner_boltzmann, Complex.ofReal_re]
  have split : ∀ c m : ℝ, ∑ i, weight hH ψ i * (Real.exp (-β * level hH i) -
      c * (1 + (-β * level hH i - -β * m))) =
      ∑ i, weight hH ψ i * Real.exp (-β * level hH i) -
        c * (1 + β * m) * ∑ i, weight hH ψ i +
        c * β * ∑ i, weight hH ψ i * level hH i := by
    intro c m
    rw [Finset.mul_sum, Finset.mul_sum, ← Finset.sum_sub_distrib, ← Finset.sum_add_distrib]
    exact Finset.sum_congr rfl fun i _ => by ring
  -- the linear terms cancel because the tangent is taken at the mean
  rw [split, hw, ← hm, ← hb]
  ring
```

Each term of the sum is a nonnegative weight times a nonnegative distance, so the difference is nonnegative. This holds for every real β, including negative values.

```lean
/-- **Peierls inequality**: for Hermitian `H`, real `β` and a unit vector `ψ`,
`exp(-β⟨H⟩) ≤ ⟨ψ, exp(-βH) ψ⟩`. -/
theorem peierls (hH : H.IsSymmetric) (β : ℝ) {ψ : E} (hψ : ‖ψ‖ = 1) :
    Real.exp (-β * mean H ψ) ≤ mean (boltzmann hH β) ψ := by
  rw [← sub_nonneg, peierls_gap hH β hψ]
  exact Finset.sum_nonneg fun i _ =>
    mul_nonneg (sq_nonneg _) (sub_nonneg.2 (exp_tangent _ _).1)
```

If equality holds, every term vanishes: w_i = 0 or a_i = m. For β ≠ 0 the second case means ε_i = ⟨H⟩. Either way ⟨i|Hψ⟩ = ⟨H⟩⟨i|ψ⟩ for all i, so Hψ = ⟨H⟩ψ. Conversely, for such an eigenvector both sides are exp(-β⟨H⟩). At β = 0 both sides equal 1 for every unit vector.

```lean
/-- For `β ≠ 0` and a unit vector `ψ`, equality holds in the Peierls inequality exactly
when `ψ` is an eigenvector of `H`. -/
theorem peierls_eq_iff (hH : H.IsSymmetric) {β : ℝ} (hβ : β ≠ 0) {ψ : E} (hψ : ‖ψ‖ = 1) :
    Real.exp (-β * mean H ψ) = mean (boltzmann hH β) ψ ↔
      H ψ = (mean H ψ : ℂ) • ψ := by
  constructor
  · intro h
    have hg := peierls_gap hH β hψ
    rw [← h, sub_self] at hg
    have hz := (Finset.sum_eq_zero_iff_of_nonneg
      (fun i _ => mul_nonneg (sq_nonneg _) (sub_nonneg.2 (exp_tangent _ _).1))).1 hg.symm
    -- every level that occurs in `ψ` equals the mean energy
    have hc : ∀ i, ⟪eigenbasis hH i, H ψ⟫_ℂ =
        (mean H ψ : ℂ) * ⟪eigenbasis hH i, ψ⟫_ℂ := by
      intro i
      rw [inner_eigenbasis_apply]
      rcases mul_eq_zero.1 (hz i (Finset.mem_univ i)) with hw | ht
      · have h0 : ⟪eigenbasis hH i, ψ⟫_ℂ = 0 :=
          norm_eq_zero.1 ((pow_eq_zero_iff two_ne_zero).1 hw)
        rw [h0, mul_zero, mul_zero]
      · have he : -β * level hH i = -β * mean H ψ :=
          (exp_tangent _ _).2 (sub_eq_zero.1 ht).symm
        rw [mul_left_cancel₀ (neg_ne_zero.2 hβ) he]
    calc H ψ = ∑ i, ⟪eigenbasis hH i, H ψ⟫_ℂ • eigenbasis hH i :=
          ((eigenbasis hH).sum_repr' (H ψ)).symm
      _ = ∑ i, (mean H ψ : ℂ) • (⟪eigenbasis hH i, ψ⟫_ℂ • eigenbasis hH i) :=
          Finset.sum_congr rfl fun i _ => by rw [hc i, smul_smul]
      _ = (mean H ψ : ℂ) • ψ := by
          rw [← Finset.smul_sum, (eigenbasis hH).sum_repr' ψ]
  · intro h
    have h1 : ⟪ψ, ψ⟫_ℂ = 1 := by
      rw [inner_self_eq_norm_sq_to_K, hψ]
      simp
    rw [mean.eq_1 (boltzmann hH β) ψ, boltzmann_apply_eigenvector hH β h,
      inner_smul_right, h1, mul_one, Complex.ofReal_re]
```

The single-vector bound is Jensen's inequality for the weights w_i. The name Peierls is usually attached to its sum over an orthonormal basis φ_k. Applying the bound to each basis vector gives

Tr exp(-βH) = Σ_k ⟨φ_k, exp(-βH)φ_k⟩ ≥ Σ_k exp(-β⟨φ_k, Hφ_k⟩).

```lean
/-- The trace of `exp(-βH)` is at least the sum of `exp(-β⟨H⟩)` over the vectors of any
orthonormal basis. -/
theorem peierls_trace (hH : H.IsSymmetric) (β : ℝ) {ι : Type*} [Fintype ι]
    (φ : OrthonormalBasis ι ℂ E) :
    ∑ k, Real.exp (-β * mean H (φ k)) ≤ (LinearMap.trace ℂ E (boltzmann hH β)).re := by
  rw [LinearMap.trace_eq_sum_inner _ φ, Complex.re_sum]
  exact Finset.sum_le_sum fun k _ => peierls hH β (φ.orthonormal.1 k)

end

end PeierlsInequality
```

```lean
#print axioms PeierlsInequality.peierls
#print axioms PeierlsInequality.peierls_eq_iff
#print axioms PeierlsInequality.peierls_trace
```

```
'PeierlsInequality.peierls' depends on axioms: [propext, Classical.choice, Quot.sound]
'PeierlsInequality.peierls_eq_iff' depends on axioms: [propext, Classical.choice, Quot.sound]
'PeierlsInequality.peierls_trace' depends on axioms: [propext, Classical.choice, Quot.sound]
```

In a thermal electronic-structure calculation with a finite orbital set and fixed electron number, the φ_k can be the Slater determinants built from orthonormal orbitals. Only the diagonal energies ⟨φ_k, Hφ_k⟩ are needed. For β > 0, taking logarithms gives an upper bound on the free energy,

-(1/β) ln Z ≤ -(1/β) ln Σ_k exp(-β⟨φ_k, Hφ_k⟩),

and the right side can be minimised over unitary rotations of the orbitals among themselves, which leave Z unchanged, to tighten the bound. For a single spin with H = hσ_z + gσ_x, h and g real, the σ_z basis has diagonal energies ±h, and the trace bound reads

2 cosh(βh) ≤ 2 cosh(β√(h² + g²)).

Passing from the finite orbital space to the full, unbounded Hamiltonian is a separate step that the finite-dimensional hypothesis leaves open.
